# An operator intertwines the exponentials of two nilpotent cluster operators exactly when it intertwines the operators themselves

In coupled-cluster theory a wave operator is the exponential of a cluster operator, and when the cluster operator is nilpotent the exponential series is a finite sum. The theorem `exp_intertwines_iff` takes two nilpotent elements S and T of a ring that is an algebra over the rationals, and any third element x, and states that e^S x = x e^T holds exactly when S x = x T. S and T need not commute, and x need not be invertible. The proof considers the linear map that sends y to S y − y T, a sum of two commuting nilpotent maps, whose exponential sends y to e^S y e^(−T). An earlier lemma says that such an exponential fixes x exactly when the map itself sends x to zero, and multiplying by e^T or e^(−T) on the right then gives the stated form.

Lean 4 with Mathlib refuses this proof:

```lean
import Mathlib

open Finset

namespace ClusterWaveOperator

variable {A : Type*} [Ring A] [Algebra ℚ A]

/-- For a nilpotent cluster operator `X`, the wave operator minus the identity is `X` times
an invertible element that commutes with `X`. -/
theorem exp_sub_one_eq_mul_unit {X : A} (hX : IsNilpotent X) :
    ∃ u : A, IsUnit u ∧ Commute X u ∧ IsNilpotent.exp X - 1 = X * u := by
  obtain ⟨n, hn⟩ := hX
  have hn2 : X ^ (n + 2) = 0 := by rw [pow_add, hn, zero_mul]
  -- `q` collects the terms of second and higher order, with `X ^ 2` taken out
  obtain ⟨q, hq⟩ : ∃ q : A, q = ∑ i ∈ range n, ((i + 1 + 1).factorial : ℚ)⁻¹ • X ^ i :=
    ⟨_, rfl⟩
  have hc : Commute X q := by
    rw [hq]
    exact Commute.sum_right _ _ _
      (fun i _ => ((Commute.refl X).pow_right i).smul_right _)
  have hXq : X * (X * q) =
      ∑ i ∈ range n, ((i + 1 + 1).factorial : ℚ)⁻¹ • X ^ (i + 1 + 1) := by
    simp only [hq, Finset.mul_sum, mul_smul_comm, pow_succ']
  have hexp : IsNilpotent.exp X = X * (X * q) + X + 1 := by
    rw [IsNilpotent.exp_eq_sum hn2, Finset.sum_range_succ', Finset.sum_range_succ', hXq]
    simp
  have hnil : IsNilpotent (X * q) := ⟨n, by rw [hc.mul_pow, hn, zero_mul]⟩
  refine ⟨1 + X * q, hnil.isUnit_one_add, ?_, ?_⟩
  · exact (Commute.one_right X).add_right ((Commute.refl X).mul_right hc)
  · rw [hexp, mul_add, mul_one]
    abel

/-- The exponential of a nilpotent linear map `D` leaves a vector unchanged exactly when
`D` annihilates that vector. -/
theorem exp_apply_eq_self_iff {V : Type*} [AddCommGroup V] [Module ℚ V]
    {D : Module.End ℚ V} (hD : IsNilpotent D) (v : V) :
    IsNilpotent.exp D v = v ↔ D v = 0 := by
  obtain ⟨u, hu, hc, he⟩ := exp_sub_one_eq_mul_unit hD
  have h : IsNilpotent.exp D v - v = u (D v) := by
    have h' := congrArg (fun f : Module.End ℚ V => f v) (he.trans hc.eq)
    simpa only [LinearMap.sub_apply, Module.End.one_apply, Module.End.mul_apply] using h'
  obtain ⟨w, rfl⟩ := hu
  rw [← sub_eq_zero, h]
  constructor
  · intro h0
    -- undo the invertible factor
    calc D v = ((↑w⁻¹ : Module.End ℚ V) * (↑w : Module.End ℚ V)) (D v) := by
          rw [Units.inv_mul, Module.End.one_apply]
      _ = 0 := by rw [Module.End.mul_apply, h0, map_zero]
  · intro h0
    rw [h0, map_zero]

/-- Left multiplication by a nilpotent `S` is nilpotent, and its exponential is left
multiplication by the wave operator of `S`. -/
theorem exp_mulLeft {S : A} (hS : IsNilpotent S) :
    IsNilpotent (LinearMap.mulLeft ℚ S) ∧
      ∀ y : A, IsNilpotent.exp (LinearMap.mulLeft ℚ S) y = IsNilpotent.exp S * y := by
  obtain ⟨n, hn⟩ := hS
  have hL : LinearMap.mulLeft ℚ S ^ n = 0 :=
    LinearMap.ext fun y => by rw [LinearMap.pow_mulLeft]; simp [hn]
  refine ⟨⟨n, hL⟩, fun y => ?_⟩
  rw [IsNilpotent.exp_eq_sum hL, IsNilpotent.exp_eq_sum hn, LinearMap.sum_apply,
    Finset.sum_mul]
  refine Finset.sum_congr rfl fun i _ => ?_
  rw [LinearMap.smul_apply, LinearMap.pow_mulLeft, LinearMap.mulLeft_apply, smul_mul_assoc]

/-- Right multiplication by a nilpotent `T` is nilpotent, and its exponential is right
multiplication by the wave operator of `T`. -/
theorem exp_mulRight {T : A} (hT : IsNilpotent T) :
    IsNilpotent (LinearMap.mulRight ℚ T) ∧
      ∀ y : A, IsNilpotent.exp (LinearMap.mulRight ℚ T) y = y * IsNilpotent.exp T := by
  obtain ⟨n, hn⟩ := hT
  have hR : LinearMap.mulRight ℚ T ^ n = 0 :=
    LinearMap.ext fun y => by rw [LinearMap.pow_mulRight]; simp [hn]
  refine ⟨⟨n, hR⟩, fun y => ?_⟩
  rw [IsNilpotent.exp_eq_sum hR, IsNilpotent.exp_eq_sum hn, LinearMap.sum_apply,
    Finset.mul_sum]
  refine Finset.sum_congr rfl fun i _ => ?_
  rw [LinearMap.smul_apply, LinearMap.pow_mulRight, LinearMap.mulRight_apply, mul_smul_comm]

/-- An operator `x` intertwines the wave operators of two nilpotent cluster operators
exactly when it intertwines the cluster operators themselves. -/
theorem exp_intertwines_iff {S T : A} (hS : IsNilpotent S) (hT : IsNilpotent T) (x : A) :
    IsNilpotent.exp S * x = x * IsNilpotent.exp T ↔ S * x = x * T := by
  obtain ⟨hL, hLexp⟩ := exp_mulLeft hS
  obtain ⟨hR, hRexp⟩ := exp_mulRight hT.neg
  -- left and right multiplications commute, whether or not `S` and `T` do
  have hc : Commute (LinearMap.mulLeft ℚ S) (LinearMap.mulRight ℚ (-T)) :=
    LinearMap.commute_mulLeft_right ℚ S (-T)
  have key := exp_apply_eq_self_iff (hc.isNilpotent_add hL hR) x
  rw [IsNilpotent.exp_add_of_commute hc hL hR, Module.End.mul_apply, hRexp, hLexp,
    LinearMap.add_apply, LinearMap.mulLeft_apply, LinearMap.mulRight_apply, mul_neg,
    ← sub_eq_add_neg, sub_eq_zero] at key
  rw [← key]
  have hFG := IsNilpotent.exp_mul_exp_neg_self hT
  have hGF := IsNilpotent.exp_neg_mul_exp_self hT
  constructor
  · intro h
    rw [← mul_assoc, h, mul_assoc, hFG, mul_one]
  · intro h
    calc IsNilpotent.exp S * x
        = IsNilpotent.exp S * (x * IsNilpotent.exp (-T)) * IsNilpotent.exp T := by
          rw [mul_assoc, mul_assoc, hGF, mul_one]
      _ = x * IsNilpotent.exp T := by rw [h]

end ClusterWaveOperator
```

The compiler's answer:

```
Main.lean:90:38: error: Application type mismatch: The argument
  S
has type
  A
of sort `Type u_1` but is expected to have type
  Type
of sort `Type 1` in the application
  LinearMap.commute_mulLeft_right ℚ S
```

The change, after which it compiles:

```diff
@@ -88,5 +88,7 @@
   -- left and right multiplications commute, whether or not `S` and `T` do
   have hc : Commute (LinearMap.mulLeft ℚ S) (LinearMap.mulRight ℚ (-T)) :=
-    LinearMap.commute_mulLeft_right ℚ S (-T)
+    (commute_iff_eq _ _).mpr (LinearMap.ext fun y => by
+      simp only [Module.End.mul_apply, LinearMap.mulLeft_apply, LinearMap.mulRight_apply,
+        mul_assoc])
   have key := exp_apply_eq_self_iff (hc.isNilpotent_add hL hR) x
   rw [IsNilpotent.exp_add_of_commute hc hL hR, Module.End.mul_apply, hRexp, hLexp,
```

Diagnosis. The proof needs the fact that left multiplication by `S` commutes with right multiplication by `-T`, and it cites `LinearMap.commute_mulLeft_right ℚ S (-T)` for this. The message says that the explicit argument after `ℚ` must be a type, whereas `S` is an element of the type `A`. The application is therefore rejected at `S`. The fault lies in how the lemma is applied, and the commutation it was meant to supply is true.

The repair drops the lemma and proves the commutation directly. `commute_iff_eq` turns the claim into an equality between the two products of the maps, and `LinearMap.ext` reduces that to their values at an arbitrary `y`. The `simp only` call then unfolds the products and the multiplication maps, which leaves `S * (y * -T)` on one side and `(S * y) * -T` on the other. These agree by `mul_assoc`, so `hc` is proved with its statement unchanged, and the rest of the proof can use it as before.
